# Ward identities for tree-level pion Compton scattering with a dressed photon vertex

Let a charged pion of momentum $p$ absorb a photon $q$ and emit a photon $k$, leaving with momentum $p'$, so that $p+q=p'+k$. Both external pions are on shell and both intermediate pions are off shell. If the pole terms of the point-like tree amplitude are multiplied by a number $F$ and the contact term stays at $-2g$, where $g$ is the metric, contraction with $q$ leaves the vector $2(F-1)q$. For $q\cdot q\neq0$, both the $q$- and the $k$-contraction vanish if each $q$-vertex $V$ and the contact term are replaced by

$$D(V)=FV+(1-F)\,\frac{q\cdot V}{q\cdot q}\,q,\qquad -2\left[F\,g+(1-F)\frac{q\,q}{q\cdot q}\right].$$

The number $F$ stands for the pion's electromagnetic form factor at the given $q\cdot q$. The $k$-vertices stay point-like, as suits a real photon, for which the form factor is 1 in units of the pion's charge. In tree-level models of virtual Compton scattering, this shows how a form factor put in by hand can respect gauge invariance. The dressed amplitude as a whole is then $F$ times the point-like one. The construction here takes $F$ to be a single number, with no dependence on the virtuality of the intermediate pion; a form factor with such a dependence would in general call for a different contact term.

## Momenta, propagators and kinematics

The momenta lie in a vector space `E` over a field `K`, of any dimension. The dot product $x\cdot y$ is `g x y` for a bilinear form `g`.

In Lean 4 with Mathlib:

```lean
import Mathlib

noncomputable section

namespace PionComptonWard

variable {K E : Type*} [Field K] [AddCommGroup E] [Module K E]
```

A pion of momentum $P$ has the inverse propagator $P\cdot P-m^2$. Factors of $i$ and of the charge are left out throughout.

```lean
/-- The inverse propagator `P·P - m²` of a pion with momentum `P`. -/
def den (g : LinearMap.BilinForm K E) (m : K) (P : E) : K := g P P - m ^ 2
```

The conditions on the process are symmetry of the metric, $p+q=p'+k$, $p\cdot p=p'\cdot p'=m^2$, and

$$s\equiv(p+q)^2-m^2\neq0,\qquad u\equiv(p'-q)^2-m^2\neq0.$$

The last two keep the intermediate pions off shell. Nothing is assumed about $k\cdot k$.

```lean
/-- Kinematics of `π(p) + γ(q) → π(p') + γ(k)`: symmetric metric, momentum conservation,
external pions on shell, intermediate pions off shell. -/
structure ComptonKinematics (g : LinearMap.BilinForm K E) (m : K) (p p' q k : E) : Prop where
  symm : ∀ x y, g x y = g y x
  cons : p + q = p' + k
  shell : g p p = m ^ 2
  shell' : g p' p' = m ^ 2
  s_ne : den g m (p + q) ≠ 0
  u_ne : den g m (p' - q) ≠ 0
```

## The amplitude as a function of two polarisations

A tensor is represented by its value on two vectors, $\varepsilon$ for photon $q$ and $\eta$ for photon $k$. With $q$-vertices $V_s$ and $V_u$, the direct and crossed pole terms are

$$P(\varepsilon,\eta)=\frac{(V_s\cdot\varepsilon)\,((2p'+k)\cdot\eta)}{s}+\frac{(V_u\cdot\varepsilon)\,((2p-k)\cdot\eta)}{u}.$$

Contraction with $q$ means setting $\varepsilon=q$, and contraction with $k$ means setting $\eta=k$. A vector identity becomes a scalar identity for every value of the other polarisation. The form is bilinear, so any complex conjugation of an outgoing polarisation is done before it is inserted.

```lean
/-- The direct and crossed pole terms with `q`-vertices `Vs`, `Vu` and point-like `k`-vertices,
contracted with polarisations `ε` (photon `q`) and `η` (photon `k`). -/
def poleTerms (g : LinearMap.BilinForm K E) (m : K) (p p' q k Vs Vu ε η : E) : K :=
  g Vs ε * g ((2 : K) • p' + k) η / den g m (p + q)
    + g Vu ε * g ((2 : K) • p - k) η / den g m (p' - q)
```

The scaled tensor uses the point-like vertices $V_s=2p+q$ and $V_u=2p'-q$:

$$T_F(\varepsilon,\eta)=F\,P(\varepsilon,\eta)-2\,\varepsilon\cdot\eta.$$

At $F=1$ it is the point-like Compton tensor.

```lean
/-- The Compton tensor with pole terms multiplied by `F` and the point-like contact term `-2g`. -/
def scaledTensor (g : LinearMap.BilinForm K E) (m F : K) (p p' q k ε η : E) : K :=
  F * poleTerms g m p p' q k ((2 : K) • p + q) ((2 : K) • p' - q) ε η - 2 * g ε η
```

Dressing multiplies a vertex by $F$ and adds a piece along $q$.

```lean
/-- The dressed vertex `F V + (1 - F) q (q·V)/(q·q)`. -/
def dress (g : LinearMap.BilinForm K E) (F : K) (q V : E) : E :=
  F • V + ((1 - F) * g q V / g q q) • q
```

The dressed tensor has $V_s=D(2p+q)$ and $V_u=D(2p'-q)$, with the contact term changed to match:

$$\tilde T_F(\varepsilon,\eta)=P(\varepsilon,\eta)-2\left[F\,\varepsilon\cdot\eta+(1-F)\frac{(q\cdot\varepsilon)(q\cdot\eta)}{q\cdot q}\right].$$

```lean
/-- The Compton tensor with dressed `q`-vertices and contact term
`-2 [F g + (1 - F) q q/(q·q)]`. -/
def dressedTensor (g : LinearMap.BilinForm K E) (m F : K) (p p' q k ε η : E) : K :=
  poleTerms g m p p' q k (dress g F q ((2 : K) • p + q)) (dress g F q ((2 : K) • p' - q)) ε η
    - 2 * (F * g ε η + (1 - F) * (g q ε * g q η) / g q q)
```

## Contracted vertices cancel propagators

On shell, each point-like vertex contracted with $q$ is an inverse propagator up to sign:

$$q\cdot(2p+q)=(p+q)^2-p^2=s,\qquad q\cdot(2p'-q)=p'^2-(p'-q)^2=-u.$$

The denominators cancel, and momentum conservation gives

$$P(q,\eta)=(2p'+k)\cdot\eta-(2p-k)\cdot\eta=2(p'+k-p)\cdot\eta=2\,q\cdot\eta.$$

```lean
variable {g : LinearMap.BilinForm K E} {m : K} {p p' q k : E}

/-- Contracting the point-like pole terms with `q` gives the vector `2q`. -/
theorem poleTerms_contract_q (h : ComptonKinematics g m p p' q k) (η : E) :
    poleTerms g m p p' q k ((2 : K) • p + q) ((2 : K) • p' - q) q η = 2 * g q η := by
  -- each contracted vertex is an inverse propagator
  have hs : g ((2 : K) • p + q) q = den g m (p + q) := by
    simp only [den, map_add, map_smul, LinearMap.add_apply, LinearMap.smul_apply, smul_eq_mul]
    linear_combination h.symm p q - h.shell
  have hu : g ((2 : K) • p' - q) q = -den g m (p' - q) := by
    simp only [den, map_sub, map_smul, LinearMap.sub_apply, LinearMap.smul_apply, smul_eq_mul]
    linear_combination h.symm p' q + h.shell'
  have c := congrArg (fun v => g v η) h.cons
  simp only [map_add, LinearMap.add_apply] at c
  unfold poleTerms
  rw [hs, hu, neg_mul, neg_div, mul_div_cancel_left₀ _ h.s_ne, mul_div_cancel_left₀ _ h.u_ne]
  simp only [map_add, map_sub, map_smul, LinearMap.add_apply, LinearMap.sub_apply,
    LinearMap.smul_apply, smul_eq_mul]
  linear_combination -2 * c
```

The algebra here rests on `linear_combination`. This tactic takes a combination of known equations and checks, by ring arithmetic, that it accounts for the difference between the two sides of the goal. To `ring`, `g p q` and `g q p` are unrelated symbols, so symmetry has to be supplied as an equation. For `hs`, once both sides are expanded, their difference is

$$(p\cdot q-q\cdot p)-(p\cdot p-m^2),$$

which is exactly `h.symm p q - h.shell`. Momentum conservation is an equation between vectors, so `congrArg` first pairs it with $\eta$ to give the scalar equation `c`. The coefficient $-2$ in front of `c` is the factor 2 in the calculation above.

For photon $k$ the same cancellation happens at the other end of each propagator. Since $p'+k=p+q$ and $p-k=p'-q$,

$$k\cdot(2p'+k)=s,\qquad k\cdot(2p-k)=-u,$$

and therefore

$$P(\varepsilon,k)=V_s\cdot\varepsilon-V_u\cdot\varepsilon.$$

The $q$-vertices are arbitrary in this step, so it also applies to dressed ones.

```lean
/-- Contracting the pole terms with `k` leaves the difference of the two `q`-vertices,
whatever these vertices are. -/
theorem poleTerms_contract_k (h : ComptonKinematics g m p p' q k) (Vs Vu ε : E) :
    poleTerms g m p p' q k Vs Vu ε k = g Vs ε - g Vu ε := by
  have e : p' - q = p - k := by
    rw [sub_eq_sub_iff_add_eq_add]
    exact h.cons.symm
  have hs : g ((2 : K) • p' + k) k = den g m (p + q) := by
    rw [h.cons]
    simp only [den, map_add, map_smul, LinearMap.add_apply, LinearMap.smul_apply, smul_eq_mul]
    linear_combination h.symm p' k - h.shell'
  have hu : g ((2 : K) • p - k) k = -den g m (p' - q) := by
    rw [e]
    simp only [den, map_sub, map_smul, LinearMap.sub_apply, LinearMap.smul_apply, smul_eq_mul]
    linear_combination h.symm p k + h.shell
  unfold poleTerms
  rw [hs, hu, mul_neg, neg_div, mul_div_cancel_right₀ _ h.s_ne, mul_div_cancel_right₀ _ h.u_ne]
  ring
```

## The defect of the scaled tensor

The pole terms now contribute $2F\,q\cdot\eta$ and the contact term $-2\,q\cdot\eta$:

$$T_F(q,\eta)=2(F-1)\,q\cdot\eta.$$

```lean
/-- Scaling only the pole terms by `F` leaves the `q`-contraction `2(F - 1)q`. -/
theorem scaledTensor_contract_q (h : ComptonKinematics g m p p' q k) (F : K) (η : E) :
    scaledTensor g m F p p' q k q η = 2 * (F - 1) * g q η := by
  rw [scaledTensor, poleTerms_contract_q h]
  ring
```

If this vanishes for every $\eta$, the choice $\eta=q$ gives $2(F-1)\,q\cdot q=0$, hence $F=1$ when $q\cdot q\neq0$. The converse is immediate. Because `K` is a general field, the theorem also assumes $2\neq0$, which holds for real and complex numbers.

```lean
/-- For a virtual photon, `q·q ≠ 0`, and `2 ≠ 0` in `K`, the scaled tensor is transverse to `q`
exactly when `F = 1`. -/
theorem scaledTensor_transverse_iff (h : ComptonKinematics g m p p' q k)
    (h2 : (2 : K) ≠ 0) (hq : g q q ≠ 0) (F : K) :
    (∀ η, scaledTensor g m F p p' q k q η = 0) ↔ F = 1 := by
  constructor
  · intro H
    have hF := H q
    rw [scaledTensor_contract_q h] at hF
    have h1 := (mul_eq_zero.mp hF).resolve_right hq
    exact sub_eq_zero.mp ((mul_eq_zero.mp h1).resolve_left h2)
  · intro hF η
    rw [scaledTensor_contract_q h, hF]
    ring
```

The same argument gives the $k$-contraction of the scaled tensor. The point-like vertices differ by $(2p+q)-(2p'-q)=2k$, so $T_F(\varepsilon,k)=2(F-1)\,k\cdot\varepsilon$; this companion formula is derived here by hand only. Changing the contact term to $-2Fg$ would remove both defects, since the whole point-like tensor is then multiplied by $F$. The dressing leaves each vertex's own contraction with $q$ unchanged, which that simpler repair does not do for $F\neq1$. For $q\cdot q\neq0$ the total amplitude is the same in both cases, as the section on polarisations shows.

## Both contractions vanish after dressing

For $q\cdot q\neq0$,

$$q\cdot D(V)=F\,q\cdot V+(1-F)\frac{q\cdot V}{q\cdot q}\,q\cdot q=q\cdot V.$$

```lean
/-- For a symmetric form and `q·q ≠ 0`, dressing a vertex does not change its contraction with `q`.
-/
theorem dress_contract_q (hg : ∀ x y, g x y = g y x) (hq : g q q ≠ 0) (F : K) (V : E) :
    g (dress g F q V) q = g V q := by
  simp only [dress, map_add, map_smul, LinearMap.add_apply, LinearMap.smul_apply, smul_eq_mul]
  rw [div_mul_cancel₀ _ hq]
  linear_combination (1 - F) * hg q V
```

The dressed pole terms therefore still contract with $q$ to $2\,q\cdot\eta$. The new contact term gives

$$-2\left[F\,q\cdot\eta+(1-F)\,q\cdot\eta\right]=-2\,q\cdot\eta,$$

and the sum is zero.

For the $k$-contraction, the pole terms leave the difference of the dressed vertices. Dressing is linear in $V$, so this difference is

$$D(2p+q)-D(2p'-q)=D(2k)=2Fk+2(1-F)\frac{q\cdot k}{q\cdot q}\,q.$$

Paired with $\varepsilon$, it is the exact opposite of the contact term at $\eta=k$. The two vertex changes and the contact change thus fit together for every $F$:

$$\tilde T_F(q,\eta)=0,\qquad \tilde T_F(\varepsilon,k)=0.$$

In the second half of the proof, `c1` and `c2` are momentum conservation paired with $\varepsilon$ and with $q$. The final `linear_combination` uses the first for the part proportional to $F$ and the second for the part along $q$.

```lean
/-- Ward identities with a form factor: the dressed Compton tensor vanishes on contraction
with `q` and on contraction with `k`, for every value of `F`. -/
theorem dressedTensor_ward (h : ComptonKinematics g m p p' q k) (hq : g q q ≠ 0) (F : K) :
    (∀ η, dressedTensor g m F p p' q k q η = 0) ∧
      (∀ ε, dressedTensor g m F p p' q k ε k = 0) := by
  constructor
  · intro η
    -- the dressed vertices contract with q like point-like ones
    have hd : poleTerms g m p p' q k (dress g F q ((2 : K) • p + q))
        (dress g F q ((2 : K) • p' - q)) q η = 2 * g q η := by
      rw [← poleTerms_contract_q h η]
      simp only [poleTerms, dress_contract_q h.symm hq]
    have hc : (1 - F) * (g q q * g q η) / g q q = (1 - F) * g q η := by
      field_simp
    rw [dressedTensor, hd, hc]
    ring
  · intro ε
    -- the vertex difference is the dressed 2k, by momentum conservation
    have c1 := congrArg (fun v => g v ε) h.cons
    have c2 := congrArg (fun v => g q v) h.cons
    simp only [map_add, LinearMap.add_apply] at c1 c2
    rw [dressedTensor, poleTerms_contract_k h]
    simp only [dress, map_add, map_sub, map_smul, LinearMap.add_apply, LinearMap.sub_apply,
      LinearMap.smul_apply, smul_eq_mul]
    linear_combination 2 * F * c1 + 2 * F * h.symm k ε + 2 * (1 - F) / g q q * g q ε * c2
```

These are Ward identities for one tree amplitude with on-shell pions. The form factor enters as a given number; no loop correction or pion structure is computed.

## Polarisations orthogonal to the photon momentum

If $q\cdot\varepsilon=0$, the added pieces along $q$ drop out of the vertices and of the contact term. Each vertex gives $D(V)\cdot\varepsilon=F\,V\cdot\varepsilon$, and so

$$\tilde T_F(\varepsilon,\eta)=F\,T_1(\varepsilon,\eta).$$

For such polarisations the dressed amplitude is the point-like one times the form factor, contact term included. This step uses neither momentum conservation nor the mass-shell conditions. Under the full kinematic conditions and $q\cdot q\neq0$, the equality extends by hand to every $\varepsilon$: a general polarisation is a multiple of $q$ plus a part orthogonal to $q$, and both $\tilde T_F$ and $T_1$ vanish at $\varepsilon=q$.

```lean
/-- For a polarisation with `q·ε = 0` the dressed tensor is `F` times the point-like one. -/
theorem dressedTensor_of_transverse (F : K) (ε η : E) (hε : g q ε = 0) :
    dressedTensor g m F p p' q k ε η = F * scaledTensor g m 1 p p' q k ε η := by
  have hd : ∀ V, g (dress g F q V) ε = F * g V ε := by
    intro V
    simp only [dress, map_add, map_smul, LinearMap.add_apply, LinearMap.smul_apply,
      smul_eq_mul, hε, mul_zero, add_zero]
  simp only [dressedTensor, scaledTensor, poleTerms, hd, hε]
  ring
```

## A virtual photon in Minkowski space

An explicit process shows that the assumptions are compatible. Take the signature $(+,-,-,-)$.

```lean
/-- The Minkowski form on four-vectors, with signature `(+,-,-,-)`. -/
def minkowski : LinearMap.BilinForm ℝ (Fin 4 → ℝ) :=
  LinearMap.mk₂ ℝ (fun x y => x 0 * y 0 - x 1 * y 1 - x 2 * y 2 - x 3 * y 3)
    (by intros; simp only [Pi.add_apply]; ring)
    (by intros; simp only [Pi.smul_apply, smul_eq_mul]; ring)
    (by intros; simp only [Pi.add_apply]; ring)
    (by intros; simp only [Pi.smul_apply, smul_eq_mul]; ring)
```

In units where the pion mass is 4, let

$$p=(4,0,0,0),\quad q=(5,7,0,0),\quad p'=(5,3,0,0),\quad k=(4,4,0,0).$$

Both sides of momentum conservation equal $(9,7,0,0)$, and $p\cdot p=p'\cdot p'=16$. The inverse propagators are $s=81-49-16=16$ and $u=-16-16=-32$. The incoming photon is virtual, with $q\cdot q=-24$, and the outgoing one is real, with $k\cdot k=0$. The proof checks the required conditions component by component.

```lean
/-- Explicit four-momenta in Minkowski space, with pion mass 4, that satisfy the Compton
kinematics with `q·q ≠ 0`. -/
theorem comptonKinematics_witness :
    ComptonKinematics minkowski 4 ![4, 0, 0, 0] ![5, 3, 0, 0] ![5, 7, 0, 0] ![4, 4, 0, 0] ∧
      minkowski ![5, 7, 0, 0] ![5, 7, 0, 0] ≠ 0 := by
  refine ⟨⟨?_, ?_, ?_, ?_, ?_, ?_⟩, ?_⟩
  · intro x y
    simp only [minkowski, LinearMap.mk₂_apply]
    ring
  · ext i
    fin_cases i <;> norm_num
  -- the remaining conditions, written out in components
  · change (4 : ℝ) * 4 - 0 * 0 - 0 * 0 - 0 * 0 = 4 ^ 2
    norm_num
  · change (5 : ℝ) * 5 - 3 * 3 - 0 * 0 - 0 * 0 = 4 ^ 2
    norm_num
  · change ((4 : ℝ) + 5) * (4 + 5) - (0 + 7) * (0 + 7) - (0 + 0) * (0 + 0)
      - (0 + 0) * (0 + 0) - 4 ^ 2 ≠ 0
    norm_num
  · change ((5 : ℝ) - 5) * (5 - 5) - (3 - 7) * (3 - 7) - (0 - 0) * (0 - 0)
      - (0 - 0) * (0 - 0) - 4 ^ 2 ≠ 0
    norm_num
  · change (5 : ℝ) * 5 - 7 * 7 - 0 * 0 - 0 * 0 ≠ 0
    norm_num

end PionComptonWard
```

```lean
#print axioms PionComptonWard.scaledTensor_transverse_iff
#print axioms PionComptonWard.dressedTensor_ward
#print axioms PionComptonWard.dressedTensor_of_transverse
```

```
'PionComptonWard.scaledTensor_transverse_iff' depends on axioms: [propext, Classical.choice, Quot.sound]
'PionComptonWard.dressedTensor_ward' depends on axioms: [propext, Classical.choice, Quot.sound]
'PionComptonWard.dressedTensor_of_transverse' depends on axioms: [propext, Classical.choice, Quot.sound]
```
